# Singlet and triplet energies of two electrons in two nonorthogonal orbitals

Spin does not appear in the model: a two-electron state is only its spatial function, a real vector indexed by pairs of basis labels. This suffices for a spin-free Hamiltonian, because the Pauli principle pairs a symmetric spatial function with the singlet spin function and an antisymmetric one with the triplet. The one-electron basis `n` is finite and orthonormal, and an orbital is its coefficient vector `n → ℝ`.

```lean
import Mathlib

open Matrix
open scoped Kronecker

namespace HeitlerLondon

noncomputable section

variable {n : Type*} [Fintype n]
```

The first label of a pair belongs to electron 1, the second to electron 2. Write \(ab\) for the product state with components \(a_i b_j\).

```lean
/-- The product state `ab`: electron 1 in orbital `a`, electron 2 in orbital `b`. -/
def pair (a b : n → ℝ) : n × n → ℝ := fun p => a p.1 * b p.2
```

The Hamiltonian \(H\) has a one-electron matrix \(h\) acting on each electron and an interaction \(V\).

```lean
/-- The two-electron Hamiltonian `h ⊗ 1 + 1 ⊗ h + V`. -/
def hamiltonian [DecidableEq n] (h : Matrix n n ℝ) (V : Matrix (n × n) (n × n) ℝ) :
    Matrix (n × n) (n × n) ℝ :=
  h ⊗ₖ (1 : Matrix n n ℝ) + (1 : Matrix n n ℝ) ⊗ₖ h + V
```

Electrons are indistinguishable, so relabelling them must not change an operator. For a matrix on pairs, this is the following condition.

```lean
/-- The operator is unchanged when the two electrons are relabelled. -/
def SwapInvariant (H : Matrix (n × n) (n × n) ℝ) : Prop :=
  ∀ p q, H p.swap q.swap = H p q
```

An energy is an expectation value divided by the squared norm, so states need not be normalised. It need not be an eigenvalue of \(H\).

```lean
/-- The energy expectation value of a nonzero, not necessarily normalised, state. -/
def energy (H : Matrix (n × n) (n × n) ℝ) (ψ : n × n → ℝ) : ℝ :=
  (ψ ⬝ᵥ H *ᵥ ψ) / (ψ ⬝ᵥ ψ)
```

The two states of interest are \(\psi_\pm = ab \pm ba\), with energies \(E_\pm\). The doubly occupied states \(aa\) and \(bb\), which are also singlets, are left out.

```lean
/-- The spatial function `ab + ba` of the singlet. -/
def singlet (a b : n → ℝ) : n × n → ℝ := pair a b + pair b a

/-- The spatial function `ab - ba` of the triplet. -/
def triplet (a b : n → ℝ) : n × n → ℝ := pair a b - pair b a
```

Let \(S=\langle a,b\rangle\), written `a ⬝ᵥ b` in Lean. Two matrix elements, \(Q\) and \(K\), carry the energetics.

```lean
/-- The direct matrix element `Q = ⟨ab, H ab⟩`. -/
def direct (H : Matrix (n × n) (n × n) ℝ) (a b : n → ℝ) : ℝ :=
  pair a b ⬝ᵥ H *ᵥ pair a b

/-- The exchange matrix element `K = ⟨ab, H ba⟩`. -/
def exchange (H : Matrix (n × n) (n × n) ℝ) (a b : n → ℝ) : ℝ :=
  pair a b ⬝ᵥ H *ᵥ pair b a
```

## (a) Overlap of product states

Show that the overlap of two product states factorises:
\[ \langle ab,cd\rangle=\langle a,c\rangle\langle b,d\rangle . \]

The double sum separates:
\[ \sum_{i,j}a_ib_jc_id_j=\Big(\sum_i a_ic_i\Big)\Big(\sum_j b_jd_j\Big). \]
In Lean, `Fintype.sum_prod_type` splits the sum over pairs and `ring` reorders each term.

```lean
/-- The overlap of two product states is the product of the orbital overlaps. -/
theorem pair_dotProduct (a b c d : n → ℝ) :
    pair a b ⬝ᵥ pair c d = (a ⬝ᵥ c) * (b ⬝ᵥ d) := by
  simp only [dotProduct, pair, Fintype.sum_prod_type, Finset.sum_mul_sum]
  exact Finset.sum_congr rfl fun i _ => Finset.sum_congr rfl fun j _ => by ring
```

## (b) Matrix elements of the Hamiltonian

Show that each one-electron term is weighted by the other electron's overlap:
\[ \langle ab,H\,cd\rangle=\langle a,hc\rangle\langle b,d\rangle+\langle a,c\rangle\langle b,hd\rangle+\langle ab,V\,cd\rangle . \]

A product operator acts on each factor separately:
\[ \big((f\otimes g)\,cd\big)_{ij}=\sum_{k,l}f_{ik}g_{jl}c_kd_l=(fc)_i(gd)_j . \]
Take \((f,g)=(h,1)\) and \((1,h)\), then apply (a). The displayed identity is the local step `kron`.

```lean
/-- Matrix elements of the Hamiltonian between product states: each one-electron term
is multiplied by the overlap of the other electron's orbitals. -/
theorem hamiltonian_element [DecidableEq n] (h : Matrix n n ℝ)
    (V : Matrix (n × n) (n × n) ℝ) (a b c d : n → ℝ) :
    pair a b ⬝ᵥ hamiltonian h V *ᵥ pair c d =
      (a ⬝ᵥ h *ᵥ c) * (b ⬝ᵥ d) + (a ⬝ᵥ c) * (b ⬝ᵥ h *ᵥ d)
        + pair a b ⬝ᵥ V *ᵥ pair c d := by
  -- a product operator acts on each orbital separately
  have kron : ∀ f g : Matrix n n ℝ,
      (f ⊗ₖ g) *ᵥ pair c d = pair (f *ᵥ c) (g *ᵥ d) := by
    intro f g
    ext ⟨i, j⟩
    simp only [Matrix.mulVec, dotProduct, pair, Matrix.kroneckerMap_apply,
      Fintype.sum_prod_type, Finset.sum_mul_sum]
    exact Finset.sum_congr rfl fun k _ => Finset.sum_congr rfl fun l _ => by ring
  simp only [hamiltonian, Matrix.add_mulVec, dotProduct_add, kron, Matrix.one_mulVec,
    pair_dotProduct]
```

## (c) Relabelling the electrons

For swap-invariant \(H\), show that
\[ \langle ba,H\,dc\rangle=\langle ab,H\,cd\rangle . \]

Let \(\bar p\) be the pair \(p\) with its entries exchanged. Renaming both summation pairs gives
\[ \sum_{p,q}b_{p_1}a_{p_2}H_{pq}d_{q_1}c_{q_2}=\sum_{p,q}a_{p_1}b_{p_2}H_{\bar p\bar q}\,c_{q_1}d_{q_2}, \]
and \(H_{\bar p\bar q}=H_{pq}\). Lean renames the inner sum in `key` and the outer one with `Fintype.sum_equiv`.

```lean
/-- For a swap-invariant operator, exchanging the electrons in both product states
leaves the matrix element unchanged. -/
theorem element_swap {H : Matrix (n × n) (n × n) ℝ} (hH : SwapInvariant H)
    (a b c d : n → ℝ) :
    pair b a ⬝ᵥ H *ᵥ pair d c = pair a b ⬝ᵥ H *ᵥ pair c d := by
  simp only [dotProduct, Matrix.mulVec, pair]
  refine Fintype.sum_equiv (Equiv.prodComm n n) _ _ fun p => ?_
  have key : ∑ q : n × n, H p q * (d q.1 * c q.2)
      = ∑ q : n × n, H p.swap q * (c q.1 * d q.2) :=
    Fintype.sum_equiv (Equiv.prodComm n n) _ _ fun q => by
      show H p q * (d q.1 * c q.2) = H p.swap q.swap * (c q.2 * d q.1)
      rw [hH p q, mul_comm (d q.1)]
  show b p.1 * a p.2 * ∑ q : n × n, H p q * (d q.1 * c q.2)
    = a p.2 * b p.1 * ∑ q : n × n, H p.swap q * (c q.1 * d q.2)
  rw [key, mul_comm (b p.1)]
```

## (d) No coupling between the two functions

For swap-invariant \(H\), show that
\[ \langle\psi_+,\psi_-\rangle=0,\qquad \langle\psi_+,H\psi_-\rangle=0 . \]

By (a), the overlap is
\[ \langle a,a\rangle\langle b,b\rangle-S^2+S^2-\langle b,b\rangle\langle a,a\rangle=0 . \]
For the Hamiltonian, (c) gives \(\langle ba,H\,ba\rangle=Q\) and \(\langle ba,H\,ab\rangle=K\), which are `h1` and `h2` in Lean. The four terms are then \(Q-K+K-Q=0\). The orbitals need not be normalised here.

```lean
/-- The functions `ab + ba` and `ab - ba` are orthogonal, and a swap-invariant
Hamiltonian does not couple them. -/
theorem singlet_triplet_decoupled {H : Matrix (n × n) (n × n) ℝ}
    (hH : SwapInvariant H) (a b : n → ℝ) :
    singlet a b ⬝ᵥ triplet a b = 0 ∧ singlet a b ⬝ᵥ H *ᵥ triplet a b = 0 := by
  have h1 := element_swap hH a b a b
  have h2 := element_swap hH a b b a
  constructor
  · simp only [singlet, triplet, add_dotProduct, dotProduct_sub, pair_dotProduct]
    ring
  · simp only [singlet, triplet, add_dotProduct, dotProduct_sub, Matrix.mulVec_sub]
    linarith
```

## (e) The two energies

For swap-invariant \(H\) and unit orbitals with \(|S|<1\), show that \(\psi_\pm\neq0\) and
\[ E_\pm=\frac{Q\pm K}{1\pm S^2}. \]

Expanding and using (a) and (c),
\[ \langle\psi_\pm,\psi_\pm\rangle=1\pm S^2\pm S^2+1=2(1\pm S^2), \]
\[ \langle\psi_\pm,H\psi_\pm\rangle=Q\pm K\pm K+Q=2(Q\pm K). \]
Both norms are positive because \(S^2<1\), and the factors of 2 cancel. The normalised states are \(\psi_\pm/\sqrt{2(1\pm S^2)}\). Lean proves the norms as `np` and `nm` and the numerators as `ep` and `em`.

A nonorthogonal configuration-interaction code gets the same two numbers from the generalised eigenvalue problem
\[ \begin{pmatrix}Q&K\\K&Q\end{pmatrix}x=E\begin{pmatrix}1&S^2\\S^2&1\end{pmatrix}x . \]
As \(|S|\to1\) the overlap matrix becomes singular, and the triplet energy becomes numerically delicate.

```lean
/-- For unit orbitals with overlap `|S| < 1` and a swap-invariant Hamiltonian, `ab ± ba`
are nonzero states with energies `(Q ± K) / (1 ± S²)`. -/
theorem energies {H : Matrix (n × n) (n × n) ℝ} (hH : SwapInvariant H) {a b : n → ℝ}
    (ha : a ⬝ᵥ a = 1) (hb : b ⬝ᵥ b = 1) (hS : |a ⬝ᵥ b| < 1) :
    (singlet a b ≠ 0 ∧ triplet a b ≠ 0) ∧
    energy H (singlet a b) = (direct H a b + exchange H a b) / (1 + (a ⬝ᵥ b) ^ 2) ∧
    energy H (triplet a b) = (direct H a b - exchange H a b) / (1 - (a ⬝ᵥ b) ^ 2) := by
  obtain ⟨hl, hr⟩ := abs_lt.mp hS
  have h1 := element_swap hH a b a b
  have h2 := element_swap hH a b b a
  -- squared norms
  have np : singlet a b ⬝ᵥ singlet a b = 2 * (1 + (a ⬝ᵥ b) ^ 2) := by
    simp only [singlet, add_dotProduct, dotProduct_add, pair_dotProduct, ha, hb,
      dotProduct_comm b a]
    ring
  have nm : triplet a b ⬝ᵥ triplet a b = 2 * (1 - (a ⬝ᵥ b) ^ 2) := by
    simp only [triplet, sub_dotProduct, dotProduct_sub, pair_dotProduct, ha, hb,
      dotProduct_comm b a]
    ring
  -- unnormalised expectation values
  have ep : singlet a b ⬝ᵥ H *ᵥ singlet a b = 2 * (direct H a b + exchange H a b) := by
    simp only [singlet, direct, exchange, add_dotProduct, dotProduct_add,
      Matrix.mulVec_add]
    linarith
  have em : triplet a b ⬝ᵥ H *ᵥ triplet a b = 2 * (direct H a b - exchange H a b) := by
    simp only [triplet, direct, exchange, sub_dotProduct, dotProduct_sub,
      Matrix.mulVec_sub]
    linarith
  refine ⟨⟨fun h0 => ?_, fun h0 => ?_⟩, ?_, ?_⟩
  · rw [h0, zero_dotProduct] at np
    nlinarith [sq_nonneg (a ⬝ᵥ b)]
  · rw [h0, zero_dotProduct] at nm
    nlinarith
  · rw [energy, ep, np, mul_div_mul_left _ _ two_ne_zero]
  · rw [energy, em, nm, mul_div_mul_left _ _ two_ne_zero]
```

## (f) The gap

Under the same hypotheses, show that
\[ E_--E_+=\frac{2(QS^2-K)}{1-S^4}. \]

Over the common denominator \((1-S^2)(1+S^2)=1-S^4\), the numerator is
\[ (Q-K)(1+S^2)-(Q+K)(1-S^2)=2QS^2-2K . \]
Lean first shows that both denominators are nonzero, then combines the fractions with `div_sub_div`.

```lean
/-- For unit orbitals with `|S| < 1` and a swap-invariant Hamiltonian, the triplet energy
minus the singlet energy is `2 (Q S² - K) / (1 - S⁴)`. -/
theorem singlet_triplet_gap {H : Matrix (n × n) (n × n) ℝ} (hH : SwapInvariant H)
    {a b : n → ℝ} (ha : a ⬝ᵥ a = 1) (hb : b ⬝ᵥ b = 1) (hS : |a ⬝ᵥ b| < 1) :
    energy H (triplet a b) - energy H (singlet a b) =
      2 * (direct H a b * (a ⬝ᵥ b) ^ 2 - exchange H a b) / (1 - (a ⬝ᵥ b) ^ 4) := by
  obtain ⟨-, e1, e2⟩ := energies hH ha hb hS
  obtain ⟨hl, hr⟩ := abs_lt.mp hS
  have hp : 1 + (a ⬝ᵥ b) ^ 2 ≠ 0 := by positivity
  have hm : 1 - (a ⬝ᵥ b) ^ 2 ≠ 0 := by
    intro h0
    nlinarith
  rw [e1, e2, div_sub_div _ _ hm hp,
    show 1 - (a ⬝ᵥ b) ^ 4 = (1 - (a ⬝ᵥ b) ^ 2) * (1 + (a ⬝ᵥ b) ^ 2) by ring]
  congr 1
  ring
```

## (g) Swap invariance of the Hamiltonian

Show that \(H\) is swap-invariant whenever \(V\) is:
\[ H_{(j,i),(l,k)}=H_{(i,j),(k,l)} . \]

The right-hand side is
\[ h_{ik}\delta_{jl}+\delta_{ik}h_{jl}+V_{(i,j),(k,l)} . \]
Exchanging \(i\leftrightarrow j\) and \(k\leftrightarrow l\) interchanges the first two terms and leaves the third unchanged by hypothesis.

```lean
omit [Fintype n] in
/-- The Hamiltonian `h ⊗ 1 + 1 ⊗ h + V` is swap-invariant if `V` is. -/
theorem hamiltonian_swapInvariant [DecidableEq n] (h : Matrix n n ℝ)
    {V : Matrix (n × n) (n × n) ℝ} (hV : SwapInvariant V) :
    SwapInvariant (hamiltonian h V) := by
  rintro ⟨i, j⟩ ⟨k, l⟩
  have hv : V (j, i) (l, k) = V (i, j) (k, l) := hV (i, j) (k, l)
  simp only [hamiltonian, Matrix.add_apply, Matrix.kroneckerMap_apply, Prod.swap_prod_mk, hv]
  ring
```

## (h) Which level lies lower

Let \(h\) be symmetric, \(V\) swap-invariant, and \(a,b\) unit orbitals with \(|S|<1\). Besides the energies of (e), show that
\[ K=2S\langle a,hb\rangle+\langle ab,V\,ba\rangle,\qquad E_+<E_-\iff K<QS^2 . \]

Setting \(c=b\), \(d=a\) in (b) gives
\[ K=\langle a,hb\rangle S+S\langle b,ha\rangle+\langle ab,V\,ba\rangle, \]
and symmetry of \(h\) merges the first two terms. For the criterion, \(1-S^4>0\), so the gap in (f) has the sign of \(QS^2-K\).

In `heitler_london`, the `let` lines name \(H,S,Q,K\). The hypothesis `hh` (symmetry of \(h\)) serves only the formula for \(K\), while `lt_div_iff₀` removes the positive denominator of the gap.

The Heitler–London treatment of H₂ evaluates \(Q\) and \(K\) with atomic orbitals at each nuclear distance. The theorem takes them as given, so it says nothing about binding. It describes the covalent step of a valence-bond calculation, for fixed real orbitals in a finite basis and without the ionic states \(aa\) and \(bb\).

```lean
/-- Heitler-London theorem: for symmetric `h`, swap-invariant `V` and unit orbitals with
`|S| < 1`, the energies of `ab ± ba` are `(Q ± K) / (1 ± S²)` with
`K = 2 S ⟨a, h b⟩ + ⟨ab, V ba⟩`, and the singlet lies lower exactly when `K < Q S²`. -/
theorem heitler_london [DecidableEq n] {h : Matrix n n ℝ} (hh : h.IsSymm)
    {V : Matrix (n × n) (n × n) ℝ} (hV : SwapInvariant V) {a b : n → ℝ}
    (ha : a ⬝ᵥ a = 1) (hb : b ⬝ᵥ b = 1) (hS : |a ⬝ᵥ b| < 1) :
    let H := hamiltonian h V
    let S := a ⬝ᵥ b
    let Q := direct H a b
    let K := exchange H a b
    energy H (singlet a b) = (Q + K) / (1 + S ^ 2) ∧
    energy H (triplet a b) = (Q - K) / (1 - S ^ 2) ∧
    K = 2 * S * (a ⬝ᵥ h *ᵥ b) + pair a b ⬝ᵥ V *ᵥ pair b a ∧
    (energy H (singlet a b) < energy H (triplet a b) ↔ K < Q * S ^ 2) := by
  intro H S Q K
  have hH : SwapInvariant H := hamiltonian_swapInvariant h hV
  obtain ⟨-, e1, e2⟩ := energies hH ha hb hS
  refine ⟨e1, e2, ?_, ?_⟩
  · -- symmetry of `h` merges the two one-electron terms
    have hba : b ⬝ᵥ h *ᵥ a = a ⬝ᵥ h *ᵥ b := by
      rw [Matrix.dotProduct_mulVec, ← Matrix.mulVec_transpose, hh.eq, dotProduct_comm]
    show pair a b ⬝ᵥ hamiltonian h V *ᵥ pair b a
      = 2 * (a ⬝ᵥ b) * (a ⬝ᵥ h *ᵥ b) + pair a b ⬝ᵥ V *ᵥ pair b a
    rw [hamiltonian_element, hba, dotProduct_comm b a]
    ring
  · -- the sign of the gap decides the order of the levels
    obtain ⟨hl, hr⟩ := abs_lt.mp hS
    have h2 : (a ⬝ᵥ b) ^ 2 < 1 := by nlinarith
    have hpos : 0 < 1 - (a ⬝ᵥ b) ^ 4 := by nlinarith [sq_nonneg (a ⬝ᵥ b)]
    rw [← sub_pos, singlet_triplet_gap hH ha hb hS, lt_div_iff₀ hpos, zero_mul]
    constructor <;> intro h0 <;> linarith
```

## (i) Orthogonal orbitals

Let \(V\) be swap-invariant and \(a,b\) unit orbitals with \(S=0\) and \(\langle ab,V\,ba\rangle\ge0\). Show that
\[ E_-\le E_+ . \]

By (b), \(K=\langle ab,V\,ba\rangle\) when \(S=0\), and (f) reduces to
\[ E_--E_+=-2\langle ab,V\,ba\rangle\le0 . \]
This is `g'` in the code. The comparison concerns \(ab\pm ba\) only: mixing \(aa\) and \(bb\) into the singlet can bring the lowest singlet below the triplet. For Coulomb repulsion and real orbitals, the sign condition says that the overlap density \(a(\mathbf r)b(\mathbf r)\), the pointwise product of the two orbitals, has nonnegative electrostatic self-energy.

Without the sign condition the conclusion can fail. Take \(a=(1,0)\), \(b=(0,1)\), \(h=0\), and let \(V\) send \(ab\) to \(-ba\), \(ba\) to \(-ab\), and \(aa\) and \(bb\) to zero. This \(V\) is swap-invariant, but \(Q=0\) and \(K=-1\), so \(E_+=-1\) lies below \(E_-=1\).

```lean
/-- For orthogonal unit orbitals, a swap-invariant `V` and `⟨ab, V ba⟩ ≥ 0`, the singlet
does not lie below the triplet. -/
theorem orthogonal_no_singlet [DecidableEq n] (h : Matrix n n ℝ)
    {V : Matrix (n × n) (n × n) ℝ} (hV : SwapInvariant V) {a b : n → ℝ}
    (ha : a ⬝ᵥ a = 1) (hb : b ⬝ᵥ b = 1) (hS : a ⬝ᵥ b = 0)
    (hK : 0 ≤ pair a b ⬝ᵥ V *ᵥ pair b a) :
    energy (hamiltonian h V) (triplet a b) ≤ energy (hamiltonian h V) (singlet a b) := by
  have g := singlet_triplet_gap (hamiltonian_swapInvariant h hV) ha hb
    (by rw [hS]; norm_num)
  have k : exchange (hamiltonian h V) a b = pair a b ⬝ᵥ V *ᵥ pair b a := by
    rw [exchange, hamiltonian_element, dotProduct_comm b a, hS]
    ring
  have g' : energy (hamiltonian h V) (triplet a b) - energy (hamiltonian h V) (singlet a b)
      = -2 * (pair a b ⬝ᵥ V *ᵥ pair b a) := by
    rw [g, k, hS]
    ring
  linarith
```

## (j) A Hubbard dimer with overlapping orbitals

On two sites with hopping element \(-1\) and on-site repulsion \(1\), take \(a=(1,0)\) and \(b=(3/5,4/5)\). Show that
\[ E_+<E_- . \]

Here \(S=3/5\), \(\langle a,ha\rangle=0\), \(\langle b,hb\rangle=-24/25\) and \(\langle a,hb\rangle=-4/5\). The repulsion contributes \(\sum_i a_i^2b_i^2=9/25\) to both matrix elements:
\[ Q=-\tfrac{24}{25}+\tfrac{9}{25}=-\tfrac35,\qquad K=2\cdot\tfrac35\cdot\big(-\tfrac45\big)+\tfrac{9}{25}=-\tfrac35 . \]
Since \(QS^2=-27/125\), we have \(K<QS^2\). The energies are \(E_+=-15/17\) and \(E_-=0\).

The interaction term \(\langle ab,V\,ba\rangle=9/25\) satisfies the sign condition of (i), but the orbitals overlap, and for this choice the hopping contribution \(-24/25\) brings \(K\) below \(QS^2\). Overlap alone does not ensure this: with \(b=(-3/5,4/5)\) the hopping contribution is \(+24/25\), and \(E_-=0\) lies below \(E_+=33/17\). Lean checks the symmetry conditions entry by entry with `fin_cases`, applies the criterion of (h), and leaves the arithmetic to `norm_num`.

```lean
/-- Two sites with hopping element `-1` and on-site repulsion `1`: for the orbitals
`(1, 0)` and `(3/5, 4/5)` the singlet lies below the triplet. -/
theorem hubbard_singlet_lower :
    let H := hamiltonian !![0, -1; -1, 0]
      (Matrix.diagonal fun p : Fin 2 × Fin 2 => if p.1 = p.2 then (1 : ℝ) else 0)
    energy H (singlet ![1, 0] ![3 / 5, 4 / 5])
      < energy H (triplet ![1, 0] ![3 / 5, 4 / 5]) := by
  intro H
  have hh : (!![0, -1; -1, 0] : Matrix (Fin 2) (Fin 2) ℝ).IsSymm := by
    ext i j
    fin_cases i <;> fin_cases j <;> simp
  have hV : SwapInvariant
      (Matrix.diagonal fun p : Fin 2 × Fin 2 => if p.1 = p.2 then (1 : ℝ) else 0) := by
    rintro ⟨i, j⟩ ⟨k, l⟩
    fin_cases i <;> fin_cases j <;> fin_cases k <;> fin_cases l <;>
      simp
  refine (heitler_london hh hV ?_ ?_ ?_).2.2.2.mpr ?_
  · norm_num [dotProduct, Fin.sum_univ_two]
  · norm_num [dotProduct, Fin.sum_univ_two]
  · norm_num [dotProduct, Fin.sum_univ_two, abs_lt]
  · rw [exchange, direct, hamiltonian_element, hamiltonian_element]
    norm_num [pair, dotProduct, Matrix.mulVec, Fintype.sum_prod_type, Fin.sum_univ_two,
      Matrix.diagonal_apply]

end

end HeitlerLondon
```

```lean
#print axioms HeitlerLondon.singlet_triplet_decoupled
-- 'HeitlerLondon.singlet_triplet_decoupled' depends on axioms: [propext, Classical.choice, Quot.sound]
#print axioms HeitlerLondon.singlet_triplet_gap
-- 'HeitlerLondon.singlet_triplet_gap' depends on axioms: [propext, Classical.choice, Quot.sound]
#print axioms HeitlerLondon.orthogonal_no_singlet
-- 'HeitlerLondon.orthogonal_no_singlet' depends on axioms: [propext, Classical.choice, Quot.sound]
#print axioms HeitlerLondon.hubbard_singlet_lower
-- 'HeitlerLondon.hubbard_singlet_lower' depends on axioms: [propext, Classical.choice, Quot.sound]
```
